# For a linear residual, Pulay and Anderson mixing with scalar damping cannot beat GMRES in residual norm at the same step

## Mixing near self-consistency

A self-consistent field calculation maps an input density $x$ to an output density $F(x)$ and seeks $F(x)=x$. If $F$ is differentiable at the solution, with derivative $J$ there, it is nearly affine close by, $F(x)\approx Jx+b$ with a constant $b$, so the residual $F(x)-x$ is approximately

$$r(x)=b-Ax,\qquad A=1-J.$$

Pulay and Anderson mixing combine all stored densities and residuals into the next input:

$$x_{k+1}=\sum_{i\le k}c_{ki}\,\bigl(x_i+h_k\,r(x_i)\bigr),\qquad \sum_{i\le k}c_{ki}=1,$$

where $h_k$ is the damping. How much can a clever choice of the $c_{ki}$ gain? In the linear model with scalar damping, no choice gives a smaller residual norm than GMRES, started from the same density, at the same step.

## The bound and its setting

Write $r_0=r(x_0)$ and $K_k=\mathrm{span}\{r_0,Ar_0,\dots,A^{k-1}r_0\}$, with $K_0=\{0\}$. There is a polynomial $p_k$ with

$$r(x_k)=p_k(A)\,r_0,\qquad \deg p_k\le k,\qquad p_k(0)=1,$$

and every GMRES iterate $y$ of step $k$ satisfies $\|r(y)\|\le\|r(x_k)\|$.

In Lean, `A : Module.End 𝕜 V` is the linear operator, `resid` is $r$, `mixIter` gives $x_k$, and `Normalised` is the sum condition. The index type `Fin (k + 1)` runs over $i=0,\dots,k$. The coefficients are otherwise arbitrary: least-squares weights are covered, as is a truncated history, by setting old coefficients to zero.

The polynomial statement holds over any field and in any dimension. The norm statements use a real or complex inner product space. `IsGMRES` describes a minimiser of the residual norm over $x_0+K_k$, not an algorithm, and the minimiser need not be unique. Nonlinear residuals, rounding errors and restarted GMRES are not covered.

## From one mixing step to the GMRES bound

**One step.** If $\sum_i w_i=1$, then $\sum_i w_ib=b$, and hence $r(\sum_i w_iy_i)=\sum_i w_ir(y_i)$. Also

$$r(x+hr(x))=b-Ax-hAr(x)=(1-hA)r(x).$$

Together these give $r(x_{k+1})=(1-h_kA)\sum_{i\le k}c_{ki}r(x_i)$.

**Polynomials.** Define $p_0=1$ and $p_{k+1}(X)=(1-h_kX)\sum_{i\le k}c_{ki}p_i(X)$. The residuals obey the same recursion, so $r(x_k)=p_k(A)r_0$ by strong induction. Each step raises the degree bound by one, and $p_{k+1}(0)=\sum_{i\le k}c_{ki}=1$.

**Krylov points.** Let $p(X)=1+\sum_{j<k}a_{j+1}X^{j+1}$. Then

$$p(A)r_0=r_0+A\sum_{j<k}a_{j+1}A^jr_0=r\Bigl(x_0-\sum_{j<k}a_{j+1}A^jr_0\Bigr),$$

the residual of a point of $x_0+K_k$. Conversely, for $u=\sum_{j<k}\beta_jA^jr_0$ one has $r(x_0+u)=r_0-Au=q(A)r_0$ with $q(X)=1-\sum_{j<k}\beta_jX^{j+1}$.

**Minimiser.** Choose $u_*\in K_k$ so that $Au_*$ is the orthogonal projection of $r_0$ onto $AK_k$. For any $u\in K_k$,

$$\|r(x_0+u)\|^2=\|r_0-Au_*\|^2+\|A(u_*-u)\|^2,$$

so $x_0+u_*$ is a GMRES iterate. Since $r(x_k)$ is the residual of some point of $x_0+K_k$, the bound follows.

**Extrapolated average.** The point $\sum_{i\le k}c_{ki}x_i$ has residual $\sum_{i\le k}c_{ki}p_i(A)r_0$. This polynomial again has degree at most $k$ and value one at zero, so the GMRES bound of step $k$ applies.

**Stagnation.** If $r_0\perp A^jr_0$ for $1\le j\le k$, then $\|r_0-Au\|^2=\|r_0\|^2+\|Au\|^2$ for $u\in K_k$. Hence $\|r(x_k)\|\ge\|r_0\|$, whatever the weights and damping. For a quarter turn of the plane, $Az=iz$, with $b=1$ and $x_0=0$, this happens at $k=1$: $r(x_1)=1-ih_0$ for real $h_0$, although $-i$ solves the problem exactly. This rotation is a mathematical example, not a model of an SCF calculation.

## The Lean file

```lean
import Mathlib

open Polynomial

namespace AndersonMixingKrylov

noncomputable section

section Algebra

variable {𝕜 V : Type*} [Field 𝕜] [AddCommGroup V] [Module 𝕜 V]

/-- The residual `r(x) = b - A x` of the linear problem `A x = b`. -/
def resid (A : Module.End 𝕜 V) (b x : V) : V := b - A x

/-- The mixing coefficients `c k 0, …, c k k` of every step `k` sum to one. -/
def Normalised (c : ℕ → ℕ → 𝕜) : Prop := ∀ k, ∑ i : Fin (k + 1), c k i = 1

/-- Pulay/Anderson-type iterates `x(k+1) = ∑_{i ≤ k} c(k,i) (x(i) + h(k) r(x(i)))`
started from `x₀`, with damping `h(k)` at step `k`. -/
def mixIter (A : Module.End 𝕜 V) (b : V) (h : ℕ → 𝕜) (c : ℕ → ℕ → 𝕜) (x₀ : V) : ℕ → V
  | 0 => x₀
  | k + 1 => ∑ i : Fin (k + 1),
      c k i • (mixIter A b h c x₀ i + h k • resid A b (mixIter A b h c x₀ i))
termination_by k => k
decreasing_by all_goals exact Fin.isLt _

/-- The extrapolated point `∑_{i ≤ k} c(k,i) x(i)` formed from the history at step `k`. -/
def mixAverage (A : Module.End 𝕜 V) (b : V) (h : ℕ → 𝕜) (c : ℕ → ℕ → 𝕜) (x₀ : V)
    (k : ℕ) : V :=
  ∑ i : Fin (k + 1), c k i • mixIter A b h c x₀ i

/-- The polynomials `p₀ = 1`, `p(k+1) = (1 - h(k) X) ∑_{i ≤ k} c(k,i) p(i)`, built from the
damping and the mixing coefficients alone. -/
def mixPoly (h : ℕ → 𝕜) (c : ℕ → ℕ → 𝕜) : ℕ → 𝕜[X]
  | 0 => 1
  | k + 1 => (1 - C (h k) * X) * ∑ i : Fin (k + 1), C (c k i) * mixPoly h c i
termination_by k => k
decreasing_by all_goals exact Fin.isLt _

/-- The Krylov space spanned by `v, A v, …, A^(k-1) v`. -/
def krylov (A : Module.End 𝕜 V) (v : V) (k : ℕ) : Submodule 𝕜 V :=
  Submodule.span 𝕜 (Set.range fun j : Fin k => (A ^ (j : ℕ)) v)

/-- Moving from `x₀` to `y` changes the residual by `-A (y - x₀)`. -/
theorem resid_shift (A : Module.End 𝕜 V) (b x₀ y : V) :
    resid A b y = resid A b x₀ - A (y - x₀) := by
  simp only [resid, map_sub]
  abel

/-- The residual of a combination with weights summing to one is the same combination of
the residuals. -/
theorem resid_affine {ι : Type*} [Fintype ι] (A : Module.End 𝕜 V) (b : V) (w : ι → 𝕜)
    (hw : ∑ i, w i = 1) (y : ι → V) :
    resid A b (∑ i, w i • y i) = ∑ i, w i • resid A b (y i) := by
  have hb : ∑ i, w i • b = b := by rw [← Finset.sum_smul, hw, one_smul]
  simp only [resid, smul_sub, Finset.sum_sub_distrib, map_sum, map_smul, hb]

/-- One mixing step with normalised coefficients: the new residual is `1 - h(k) A` applied to the
mixed old residuals. -/
theorem resid_step (A : Module.End 𝕜 V) (b : V) (h : ℕ → 𝕜) {c : ℕ → ℕ → 𝕜}
    (hc : Normalised c) (x₀ : V) (k : ℕ) :
    resid A b (mixIter A b h c x₀ (k + 1)) =
      (1 - h k • A : Module.End 𝕜 V)
        (∑ i : Fin (k + 1), c k i • resid A b (mixIter A b h c x₀ i)) := by
  rw [mixIter, resid_affine A b _ (hc k), map_sum]
  refine Finset.sum_congr rfl fun i _ => ?_
  -- r(x + h r(x)) = (1 - h A) r(x)
  have hstep : ∀ x : V, resid A b (x + h k • resid A b x) =
      (1 - h k • A : Module.End 𝕜 V) (resid A b x) := by
    intro x
    simp only [resid, LinearMap.sub_apply, Module.End.one_apply, LinearMap.smul_apply,
      map_add, map_smul]
    abel
  rw [map_smul, hstep]

/-- For normalised coefficients the mixing polynomials take the value one at zero. -/
theorem mixPoly_eval_zero (h : ℕ → 𝕜) {c : ℕ → ℕ → 𝕜} (hc : Normalised c) (k : ℕ) :
    (mixPoly h c k).eval 0 = 1 := by
  induction k using Nat.strong_induction_on with
  | _ k ih =>
    cases k with
    | zero => rw [mixPoly, eval_one]
    | succ k =>
      have hi : ∀ i : Fin (k + 1), (mixPoly h c i).eval 0 = 1 := fun i => ih i i.isLt
      have hs : ∀ f : Fin (k + 1) → 𝕜[X], (∑ i, f i).eval 0 = ∑ i, (f i).eval 0 :=
        fun f => map_sum (evalRingHom (0 : 𝕜)) f Finset.univ
      rw [mixPoly]
      simp only [eval_mul, eval_sub, eval_one, eval_C, eval_X, hs, hi, mul_zero, sub_zero,
        mul_one, one_mul]
      exact hc k

/-- The `k`-th mixing polynomial has degree at most `k`. -/
theorem mixPoly_natDegree_le (h : ℕ → 𝕜) (c : ℕ → ℕ → 𝕜) (k : ℕ) :
    (mixPoly h c k).natDegree ≤ k := by
  induction k using Nat.strong_induction_on with
  | _ k ih =>
    cases k with
    | zero => rw [mixPoly]; simp
    | succ k =>
      have h1 : (1 - C (h k) * X : 𝕜[X]).natDegree ≤ 1 :=
        (natDegree_sub_le _ _).trans
          (max_le (by simp) ((natDegree_C_mul_le _ _).trans natDegree_X_le))
      have h2 : (∑ i : Fin (k + 1), C (c k i) * mixPoly h c i).natDegree ≤ k :=
        natDegree_sum_le_of_forall_le _ _ fun i _ =>
          (natDegree_C_mul_le _ _).trans ((ih i i.isLt).trans (Nat.lt_succ_iff.1 i.isLt))
      rw [mixPoly]
      refine natDegree_mul_le.trans ?_
      omega

/-- For normalised coefficients the residual after `k` mixing steps is `p(A) r(x₀)`, where `p` is
the `k`-th mixing polynomial, which has degree at most `k` and satisfies `p(0) = 1`. -/
theorem resid_mixIter_eq_poly (A : Module.End 𝕜 V) (b : V) (h : ℕ → 𝕜) {c : ℕ → ℕ → 𝕜}
    (hc : Normalised c) (x₀ : V) (k : ℕ) :
    (mixPoly h c k).natDegree ≤ k ∧ (mixPoly h c k).eval 0 = 1 ∧
      resid A b (mixIter A b h c x₀ k) = aeval A (mixPoly h c k) (resid A b x₀) := by
  refine ⟨mixPoly_natDegree_le h c k, mixPoly_eval_zero h hc k, ?_⟩
  induction k using Nat.strong_induction_on with
  | _ k ih =>
    cases k with
    | zero => rw [mixIter, mixPoly]; simp
    | succ k =>
      have hi : ∀ i : Fin (k + 1), resid A b (mixIter A b h c x₀ i) =
          aeval A (mixPoly h c i) (resid A b x₀) := fun i => ih i i.isLt
      have e1 : ∀ v : V, aeval A (1 - C (h k) * X : 𝕜[X]) v =
          (1 - h k • A : Module.End 𝕜 V) v := by
        intro v
        simp
      have e2 : ∀ v : V, aeval A (∑ i : Fin (k + 1), C (c k i) * mixPoly h c i) v =
          ∑ i : Fin (k + 1), c k i • aeval A (mixPoly h c i) v := by
        intro v
        rw [map_sum, LinearMap.sum_apply]
        refine Finset.sum_congr rfl fun i _ => ?_
        simp
      -- the residuals and the polynomials obey the same recursion
      rw [resid_step A b h hc x₀ k, mixPoly, map_mul, Module.End.mul_apply, e1, e2]
      simp only [hi]

/-- A vector has the form `p(A) r(x₀)` with `deg p ≤ k` and `p(0) = 1` exactly when it is
the residual of a point of `x₀ + K_k(A, r(x₀))`. -/
theorem poly_iff_krylov (A : Module.End 𝕜 V) (b x₀ v : V) (k : ℕ) :
    (∃ p : 𝕜[X], p.natDegree ≤ k ∧ p.eval 0 = 1 ∧ v = aeval A p (resid A b x₀)) ↔
      ∃ y : V, y - x₀ ∈ krylov A (resid A b x₀) k ∧ v = resid A b y := by
  have key : ∀ y, resid A b y = resid A b x₀ - A (y - x₀) := resid_shift A b x₀
  generalize resid A b x₀ = r at key ⊢
  constructor
  · rintro ⟨p, hdeg, h0, hv⟩
    have hexp : aeval A p r = ∑ i ∈ Finset.range (k + 1), p.coeff i • (A ^ i) r := by
      conv_lhs => rw [as_sum_range' p (k + 1) (Nat.lt_succ_of_le hdeg)]
      rw [map_sum, LinearMap.sum_apply]
      refine Finset.sum_congr rfl fun i _ => ?_
      simp [aeval_monomial]
    -- strip the constant term and one factor of A
    refine ⟨x₀ - ∑ i ∈ Finset.range k, p.coeff (i + 1) • (A ^ i) r, ?_, ?_⟩
    · rw [sub_sub_cancel_left]
      unfold krylov
      exact Submodule.neg_mem _ (Submodule.sum_mem _ fun i hi =>
        Submodule.smul_mem _ _ (Submodule.subset_span ⟨⟨i, Finset.mem_range.1 hi⟩, rfl⟩))
    · rw [hv, hexp, key, sub_sub_cancel_left, map_neg, sub_neg_eq_add,
        Finset.sum_range_succ', coeff_zero_eq_eval_zero, h0, map_sum]
      simp only [pow_succ', Module.End.mul_apply, map_smul, pow_zero, Module.End.one_apply,
        one_smul]
      abel
  · rintro ⟨y, hy, hv⟩
    -- A times a Krylov vector is q(A) r with q(0) = 0
    have hK : ∀ w ∈ krylov A r k,
        ∃ q : 𝕜[X], q.natDegree ≤ k ∧ q.eval 0 = 0 ∧ A w = aeval A q r := by
      intro w hw
      unfold krylov at hw
      induction hw using Submodule.span_induction with
      | mem x hx =>
        obtain ⟨j, rfl⟩ := hx
        refine ⟨X ^ ((j : ℕ) + 1), ?_, by simp, by simp [pow_succ']⟩
        rw [natDegree_X_pow]
        exact j.isLt
      | zero => exact ⟨0, by simp, by simp, by simp⟩
      | add x z _ _ hx hz =>
        obtain ⟨p, hp1, hp2, hp3⟩ := hx
        obtain ⟨q, hq1, hq2, hq3⟩ := hz
        exact ⟨p + q, (natDegree_add_le _ _).trans (max_le hp1 hq1), by simp [hp2, hq2],
          by simp [hp3, hq3]⟩
      | smul a x _ hx =>
        obtain ⟨p, hp1, hp2, hp3⟩ := hx
        exact ⟨C a * p, (natDegree_C_mul_le _ _).trans hp1, by simp [hp2], by simp [hp3]⟩
    obtain ⟨q, hq1, hq2, hq3⟩ := hK _ hy
    refine ⟨1 - q, (natDegree_sub_le _ _).trans (max_le (by simp) hq1), by simp [hq2], ?_⟩
    rw [hv, key, hq3]
    simp

end Algebra

section Norm

variable {𝕜 V : Type*} [RCLike 𝕜] [NormedAddCommGroup V] [InnerProductSpace 𝕜 V]

/-- `y` is a GMRES iterate of step `k`: it lies in `x₀ + K_k(A, r(x₀))` and has the smallest
residual norm on that affine space. -/
def IsGMRES (A : Module.End 𝕜 V) (b x₀ : V) (k : ℕ) (y : V) : Prop :=
  y - x₀ ∈ krylov A (resid A b x₀) k ∧
    ∀ z, z - x₀ ∈ krylov A (resid A b x₀) k → ‖resid A b y‖ ≤ ‖resid A b z‖

/-- A GMRES iterate exists for every operator, right-hand side, starting point and step. -/
theorem exists_isGMRES (A : Module.End 𝕜 V) (b x₀ : V) (k : ℕ) :
    ∃ y, IsGMRES A b x₀ k y := by
  have hfin : FiniteDimensional 𝕜 (krylov A (resid A b x₀) k) := by
    unfold krylov
    exact FiniteDimensional.span_of_finite 𝕜 (Set.finite_range _)
  have hcomp : CompleteSpace ((krylov A (resid A b x₀) k).map A) :=
    FiniteDimensional.complete 𝕜 _
  -- project the initial residual orthogonally onto A K
  have hp : ((krylov A (resid A b x₀) k).map A).HasOrthogonalProjection := inferInstance
  obtain ⟨w, hw, hperp⟩ := hp.exists_orthogonal (resid A b x₀)
  obtain ⟨u, hu, rfl⟩ := Submodule.mem_map.1 hw
  refine ⟨x₀ + u, by rwa [add_sub_cancel_left], fun z hz => ?_⟩
  have hmem : A (u - (z - x₀)) ∈ (krylov A (resid A b x₀) k).map A :=
    Submodule.mem_map_of_mem (Submodule.sub_mem _ hu hz)
  have horth : inner 𝕜 (A (u - (z - x₀))) (resid A b x₀ - A u) = 0 :=
    Submodule.inner_right_of_mem_orthogonal hmem hperp
  have hsplit : resid A b z = A (u - (z - x₀)) + (resid A b x₀ - A u) := by
    simp only [resid, map_sub]
    abel
  have hy : resid A b (x₀ + u) = resid A b x₀ - A u := by
    simp only [resid, map_add]
    abel
  -- Pythagoras
  have hsq := norm_add_sq (𝕜 := 𝕜) (A (u - (z - x₀))) (resid A b x₀ - A u)
  rw [horth, map_zero, ← hsplit] at hsq
  have h2 : ‖resid A b x₀ - A u‖ ^ 2 ≤ ‖resid A b z‖ ^ 2 := by
    nlinarith [sq_nonneg ‖A (u - (z - x₀))‖]
  rw [hy]
  exact (sq_le_sq₀ (norm_nonneg _) (norm_nonneg _)).1 h2

/-- For normalised coefficients the residual norm after `k` mixing steps is at least the residual
norm of a GMRES iterate of step `k` from the same starting point. -/
theorem gmres_le_mixIter (A : Module.End 𝕜 V) (b : V) (h : ℕ → 𝕜) {c : ℕ → ℕ → 𝕜}
    (hc : Normalised c) (x₀ : V) (k : ℕ) {y : V} (hy : IsGMRES A b x₀ k y) :
    ‖resid A b y‖ ≤ ‖resid A b (mixIter A b h c x₀ k)‖ := by
  obtain ⟨hd, h0, hr⟩ := resid_mixIter_eq_poly A b h hc x₀ k
  obtain ⟨z, hz, hzr⟩ := (poly_iff_krylov A b x₀ _ k).1 ⟨_, hd, h0, hr⟩
  rw [hzr]
  exact hy.2 z hz

/-- For normalised coefficients the residual norm of the extrapolated point `∑_{i ≤ k} c(k,i) x(i)`
is at least the residual norm of a GMRES iterate of step `k`. -/
theorem gmres_le_mixAverage (A : Module.End 𝕜 V) (b : V) (h : ℕ → 𝕜) {c : ℕ → ℕ → 𝕜}
    (hc : Normalised c) (x₀ : V) (k : ℕ) {y : V} (hy : IsGMRES A b x₀ k y) :
    ‖resid A b y‖ ≤ ‖resid A b (mixAverage A b h c x₀ k)‖ := by
  -- each earlier residual is the residual of a point of x₀ + K_k
  have hex : ∀ i : Fin (k + 1), ∃ z, z - x₀ ∈ krylov A (resid A b x₀) k ∧
      resid A b (mixIter A b h c x₀ i) = resid A b z := by
    intro i
    obtain ⟨hd, h0, hr⟩ := resid_mixIter_eq_poly A b h hc x₀ i
    exact (poly_iff_krylov A b x₀ _ k).1 ⟨_, hd.trans (Nat.lt_succ_iff.1 i.isLt), h0, hr⟩
  choose z hz hzr using hex
  have e : resid A b (mixAverage A b h c x₀ k) =
      resid A b (∑ i : Fin (k + 1), c k i • z i) := by
    rw [resid_affine A b _ (hc k) z, mixAverage, resid_affine A b _ (hc k)]
    simp only [hzr]
  have hb : ∑ i : Fin (k + 1), c k i • x₀ = x₀ := by
    rw [← Finset.sum_smul, hc k, one_smul]
  have hdiff : ∑ i : Fin (k + 1), c k i • z i - x₀ =
      ∑ i : Fin (k + 1), c k i • (z i - x₀) := by
    simp only [smul_sub, Finset.sum_sub_distrib, hb]
  rw [e]
  refine hy.2 _ ?_
  rw [hdiff]
  exact Submodule.sum_mem _ fun i _ => Submodule.smul_mem _ _ (hz i)

/-- For normalised coefficients, if the initial residual is orthogonal to `A r₀, …, A^k r₀`, the
residual norm after `k` mixing steps is at least the initial residual norm. -/
theorem mixIter_stagnation (A : Module.End 𝕜 V) (b : V) (h : ℕ → 𝕜) {c : ℕ → ℕ → 𝕜}
    (hc : Normalised c) (x₀ : V) (k : ℕ)
    (horth : ∀ j < k, inner 𝕜 (resid A b x₀) ((A ^ (j + 1)) (resid A b x₀)) = 0) :
    ‖resid A b x₀‖ ≤ ‖resid A b (mixIter A b h c x₀ k)‖ := by
  have ho : ∀ w ∈ krylov A (resid A b x₀) k, inner 𝕜 (resid A b x₀) (A w) = 0 := by
    intro w hw
    unfold krylov at hw
    induction hw using Submodule.span_induction with
    | mem x hx =>
      obtain ⟨j, rfl⟩ := hx
      have hj := horth j j.isLt
      rw [pow_succ'] at hj
      exact hj
    | zero => simp
    | add x z _ _ hx hz => rw [map_add, inner_add_right, hx, hz, add_zero]
    | smul a x _ hx => rw [map_smul, inner_smul_right, hx, mul_zero]
  -- the starting point is itself a GMRES iterate of step k
  have hG : IsGMRES A b x₀ k x₀ := by
    refine ⟨by simp, fun z hz => ?_⟩
    have hsq := norm_sub_sq (𝕜 := 𝕜) (resid A b x₀) (A (z - x₀))
    rw [ho _ hz, map_zero, ← resid_shift A b x₀ z] at hsq
    have h2 : ‖resid A b x₀‖ ^ 2 ≤ ‖resid A b z‖ ^ 2 := by
      nlinarith [sq_nonneg ‖A (z - x₀)‖]
    exact (sq_le_sq₀ (norm_nonneg _) (norm_nonneg _)).1 h2
  exact gmres_le_mixIter A b h hc x₀ k hG

end Norm

/-- The rotation of the real plane `ℂ` by a quarter turn, `z ↦ i z`. -/
def quarterTurn : Module.End ℝ ℂ where
  toFun := fun z => Complex.I * z
  map_add' := fun x y => mul_add _ _ _
  map_smul' := fun a z => by
    simp only [Complex.real_smul, RingHom.id_apply]
    ring

/-- Uniform weights `1/(k+1)` are normalised, and for the quarter turn with `b = 1`, `x₀ = 0`
the initial residual is nonzero, `-i` has zero residual, and the orthogonality condition of
`mixIter_stagnation` holds for `k = 1`. -/
theorem mixIter_stagnation_witness :
    Normalised (fun k _ => ((k : ℝ) + 1)⁻¹) ∧
      resid quarterTurn 1 0 ≠ 0 ∧ resid quarterTurn 1 (-Complex.I) = 0 ∧
      ∀ j < 1, inner ℝ (resid quarterTurn 1 0)
        ((quarterTurn ^ (j + 1)) (resid quarterTurn 1 0)) = 0 := by
  have hr : resid quarterTurn 1 0 = 1 := by simp [resid]
  refine ⟨fun k => ?_, ?_, ?_, fun j hj => ?_⟩
  · show ∑ _i : Fin (k + 1), ((k : ℝ) + 1)⁻¹ = 1
    rw [Finset.sum_const, Finset.card_univ, Fintype.card_fin, nsmul_eq_mul]
    push_cast
    exact mul_inv_cancel₀ (by positivity)
  · rw [hr]
    exact one_ne_zero
  · show (1 : ℂ) - Complex.I * (-Complex.I) = 0
    simp
  · obtain rfl : j = 0 := by omega
    rw [hr, zero_add, pow_one]
    show inner ℝ (1 : ℂ) (Complex.I * 1) = 0
    simp [Complex.inner]

end

end AndersonMixingKrylov
```

```lean
#print axioms AndersonMixingKrylov.exists_isGMRES
-- 'AndersonMixingKrylov.exists_isGMRES' depends on axioms: [propext, Classical.choice, Quot.sound]
#print axioms AndersonMixingKrylov.gmres_le_mixIter
-- 'AndersonMixingKrylov.gmres_le_mixIter' depends on axioms: [propext, Classical.choice, Quot.sound]
#print axioms AndersonMixingKrylov.gmres_le_mixAverage
-- 'AndersonMixingKrylov.gmres_le_mixAverage' depends on axioms: [propext, Classical.choice, Quot.sound]
#print axioms AndersonMixingKrylov.mixIter_stagnation
-- 'AndersonMixingKrylov.mixIter_stagnation' depends on axioms: [propext, Classical.choice, Quot.sound]
```

## How the proof runs

`resid_affine` and `resid_step` are the one-step calculation. `mixPoly_eval_zero` and `mixPoly_natDegree_le` establish the two properties of $p_k$, and `resid_mixIter_eq_poly` adds the residual formula. All three inductions are strong because a step uses the whole history.

In `poly_iff_krylov`, the forward direction expands $p$ in coefficients and separates the constant term. The reverse direction uses `Submodule.span_induction` to write $Aw$, for $w\in K_k$, as $q(A)r_0$ with $q(0)=0$; the required polynomial is then $1-q$.

`exists_isGMRES` obtains the projection from the finite dimension of $AK_k$ and applies Pythagoras through `norm_add_sq`. `gmres_le_mixIter` turns the mixing polynomial into a Krylov point and invokes minimality. `gmres_le_mixAverage` instead chooses a Krylov point $z_i$ for each old residual and averages these points with the same weights.

`mixIter_stagnation` extends the orthogonality to all of $AK_k$, shows that $x_0$ itself is a GMRES iterate, and applies the bound. `mixIter_stagnation_witness` checks the quarter-turn data and the normalisation of uniform weights.

## The conjugate-gradient analogue

Suppose that $A$ is symmetric positive definite on a finite-dimensional real space. Then $A$ is invertible, so equality of residuals puts $x_k$ itself in $x_0+K_k$. The conjugate-gradient iterate minimises the energy norm $\sqrt{\langle e,Ae\rangle}$ of the error $e=x-A^{-1}b$ over that space, so mixing cannot beat conjugate gradients in the energy norm at the same step. This corollary is argued here only in prose.
